# Romberg extrapolation of a polynomial in the squared step: exact limit and sharp noise bound

A force component is to be found from energies at displaced geometries. With a large displacement $h$, the central difference contains anharmonic terms in $h^2, h^4,\dots$; with a small one, the residual error of each energy is divided by a small number. Combining differences at the steps $h, qh,\dots,q^nh$, with a ratio $q>1$, can remove the anharmonic terms while $h$ stays moderate. The question is how much the combination magnifies the noise.

If the data are a polynomial of degree at most $n$ in $h^2$, then $n$ levels of extrapolation give the zero-step value exactly, and noise of size at most $\varepsilon$ in the data grows by no more than an explicit factor.

```lean
import Mathlib

open Finset

namespace RombergDifferentiation

noncomputable section
```

## The recursion and its data

Let $D(h)$ be the quantity computed with step $h$. Set $R_0=D$ and

$$R_{j+1}(h)=\frac{q^{2(j+1)}R_j(h)-R_j(qh)}{q^{2(j+1)}-1}.$$

In Lean, $R_j(h)$ is `romberg q D j h`. The data `D` may be any real function of the step, so the same definition acts on clean and on noisy values. The arithmetic is that of real numbers; rounding inside the recursion is not modelled.

The exponent $2(j+1)$ is chosen so that the step from $R_j$ to $R_{j+1}$ removes the term in $h^{2(j+1)}$. With $q$ in place of $q^2$ at the first level, the $h^2$ term would be multiplied by $(q-q^2)/(q-1)=-q$: enlarged, not removed.

```lean
/-- The Romberg recursion with step ratio `q`, applied to data `D` that depend on the step. -/
def romberg (q : ℝ) (D : ℝ → ℝ) : ℕ → ℝ → ℝ
  | 0, h => D h
  | j + 1, h => (q ^ (2 * (j + 1)) * romberg q D j h - romberg q D j (q * h)) /
      (q ^ (2 * (j + 1)) - 1)
```

The ideal data are $D(h)=\sum_{k=0}^{n}a_kh^{2k}$. Since $a_n$ may vanish, $n$ is an upper bound on the degree in $h^2$.

```lean
/-- A polynomial of degree at most `n` in the squared step `h ^ 2`, with coefficients `a`. -/
def evenPoly (a : ℕ → ℝ) (n : ℕ) (h : ℝ) : ℝ :=
  ∑ k ∈ range (n + 1), a k * h ^ (2 * k)
```

The weights in the recursion sum to one, but their absolute values sum to $(q^{2(j+1)}+1)/(q^{2(j+1)}-1)$, which exceeds one. The product over the levels is the amplification factor

$$A_n=\prod_{j=0}^{n-1}\frac{q^{2(j+1)}+1}{q^{2(j+1)}-1}.$$

```lean
/-- The noise amplification factor of `n` Romberg levels. -/
def amplification (q : ℝ) (n : ℕ) : ℝ :=
  ∏ j ∈ range n, (q ^ (2 * (j + 1)) + 1) / (q ^ (2 * (j + 1)) - 1)
```

For an energy curve $E$ along one coordinate, the data are the central differences $[E(x+h)-E(x-h)]/(2h)$. They approximate the derivative of the energy; the force component is its negative, with the same error bound.

```lean
/-- The central difference quotient of an energy curve `E` at `x` with step `h`. -/
def centralDiff (E : ℝ → ℝ) (x h : ℝ) : ℝ := (E (x + h) - E (x - h)) / (2 * h)
```

To test the noise bound, a specific disturbance is needed. For a fixed base step $h$, take $\eta(x)=\varepsilon\cos\bigl(\pi\ln(x/h)/\ln q\bigr)$, where $x$ is the running step. It equals $\varepsilon,-\varepsilon,\varepsilon,\dots$ at $h,qh,q^2h,\dots$

```lean
/-- A noise of amplitude `ε` that oscillates in the logarithm of the step. -/
def logNoise (q h ε x : ℝ) : ℝ :=
  ε * Real.cos (Real.pi * Real.log (x / h) / Real.log q)
```

## Each even power is removed at its own level

At $h=0$ only the constant term survives, so $D(0)=a_0$.

```lean
/-- The value at zero step is the constant coefficient. -/
theorem evenPoly_zero (a : ℕ → ℝ) (n : ℕ) : evenPoly a n 0 = a 0 := by
  simp [evenPoly, Finset.sum_range_succ']
```

Suppose that $R_j$ multiplies $h^{2k}$ by a factor $p_{j,k}$. Replacing $h$ by $qh$ brings in $q^{2k}$, and therefore

$$p_{j+1,k}=p_{j,k}\,\frac{q^{2(j+1)}-q^{2k}}{q^{2(j+1)}-1},\qquad
p_{j,k}=\prod_{i=0}^{j-1}\frac{q^{2(i+1)}-q^{2k}}{q^{2(i+1)}-1}.$$

The Lean induction on `j` keeps `h` general, because the recursion calls the previous level at both $h$ and $qh$. The sums are then compared term by term.

```lean
/-- Romberg extrapolation multiplies each even power of the step by its own factor. -/
theorem romberg_evenPoly (q : ℝ) (a : ℕ → ℝ) (n j : ℕ) (h : ℝ) :
    romberg q (evenPoly a n) j h = ∑ k ∈ range (n + 1), a k *
      (∏ i ∈ range j, (q ^ (2 * (i + 1)) - q ^ (2 * k)) / (q ^ (2 * (i + 1)) - 1)) *
        h ^ (2 * k) := by
  induction j generalizing h with
  | zero => simp [romberg, evenPoly]
  | succ j ih =>
    simp only [romberg, ih]
    rw [Finset.mul_sum, ← Finset.sum_sub_distrib, Finset.sum_div]
    refine Finset.sum_congr rfl fun k _ => ?_
    rw [Finset.prod_range_succ, mul_pow]
    ring
```

For $k=0$ every factor is $1$. For $1\le k\le n$ the product $p_{n,k}$ contains the factor with $i+1=k$, which is zero. Hence $R_n(h)=a_0=D(0)$. In the proof, `h1` removes the positive powers and `h2` evaluates the constant term; $q>1$ makes the denominators positive.

```lean
/-- For data of degree at most `n` in `h ^ 2`, the `n`-th Romberg value is the value at
zero step. -/
theorem romberg_exact {q : ℝ} (hq : 1 < q) (a : ℕ → ℝ) (n : ℕ) (h : ℝ) :
    romberg q (evenPoly a n) n h = evenPoly a n 0 := by
  rw [romberg_evenPoly, evenPoly_zero, Finset.sum_range_succ']
  -- level `k + 1` removes the power `h ^ (2 * (k + 1))`
  have h1 : ∀ k ∈ range n, a (k + 1) *
      (∏ i ∈ range n, (q ^ (2 * (i + 1)) - q ^ (2 * (k + 1))) / (q ^ (2 * (i + 1)) - 1)) *
        h ^ (2 * (k + 1)) = 0 := by
    intro k hk
    rw [Finset.prod_eq_zero hk (by simp)]
    simp
  -- the constant term passes unchanged
  have h2 : ∏ i ∈ range n, (q ^ (2 * (i + 1)) - q ^ (2 * 0)) / (q ^ (2 * (i + 1)) - 1)
      = 1 := by
    refine Finset.prod_eq_one fun i _ => ?_
    have hd : 0 < q ^ (2 * (i + 1)) - 1 := sub_pos.2 (one_lt_pow₀ hq (by omega))
    rw [mul_zero, pow_zero]
    exact div_self hd.ne'
  rw [Finset.sum_eq_zero h1, h2]
  simp
```

If the data contain one further term $a_{n+1}h^{2(n+1)}$, its factor follows from

$$q^{2(i+1)}-q^{2(n+1)}=-q^{2(i+1)}\bigl(q^{2(n-i)}-1\bigr).$$

As $i$ runs from $0$ to $n-1$, the brackets run through the denominators in reverse order and cancel them. What remains is

$$R_n(h)-D(0)=(-1)^n q^{n(n+1)}a_{n+1}h^{2(n+1)}.$$

The size of this error is $|a_{n+1}|$ times the product of all the squared steps, so for $n\ge1$ a large $q$ has a price. In Lean, `Finset.prod_range_reflect` reverses the denominators and `hp` collects the signs and powers.

```lean
/-- If the data contain one further power of `h ^ 2`, this is the exact error of the `n`-th
Romberg value. -/
theorem romberg_first_error {q : ℝ} (hq : 1 < q) (a : ℕ → ℝ) (n : ℕ) (h : ℝ) :
    romberg q (evenPoly a (n + 1)) n h - evenPoly a (n + 1) 0 =
      (-1) ^ n * q ^ (n * (n + 1)) * a (n + 1) * h ^ (2 * (n + 1)) := by
  have hprod : ∏ i ∈ range n,
      (q ^ (2 * (i + 1)) - q ^ (2 * (n + 1))) / (q ^ (2 * (i + 1)) - 1) =
        (-1) ^ n * q ^ (n * (n + 1)) := by
    have hne : ∏ i ∈ range n, (q ^ (2 * (i + 1)) - 1) ≠ 0 :=
      Finset.prod_ne_zero_iff.2 fun i _ =>
        (sub_pos.2 (one_lt_pow₀ hq (by omega))).ne'
    -- the denominators, read backwards, cancel the numerators
    have hr : ∏ i ∈ range n, (q ^ (2 * (n - 1 - i + 1)) - 1) =
        ∏ i ∈ range n, (q ^ (2 * (i + 1)) - 1) :=
      Finset.prod_range_reflect (fun i => q ^ (2 * (i + 1)) - 1) n
    have hp : ∀ m : ℕ, ∏ i ∈ range m, (-q ^ (2 * (i + 1))) =
        (-1) ^ m * q ^ (m * (m + 1)) := by
      intro m
      induction m with
      | zero => simp
      | succ m ih => rw [Finset.prod_range_succ, ih]; ring
    rw [Finset.prod_div_distrib, div_eq_iff hne, ← hr, ← hp n, ← Finset.prod_mul_distrib]
    refine Finset.prod_congr rfl fun i hi => ?_
    have hi' := Finset.mem_range.1 hi
    have e : 2 * (n + 1) = 2 * (i + 1) + 2 * (n - 1 - i + 1) := by omega
    rw [e, pow_add]
    ring
  have h1 := romberg_evenPoly q a n n h
  rw [romberg_exact hq] at h1
  rw [romberg_evenPoly, Finset.sum_range_succ, ← h1, hprod, evenPoly_zero, evenPoly_zero]
  ring
```

## How far noise can grow

Let $F$ be the noisy data, with $|F-D|\le\varepsilon$ at $h,qh,\dots,q^nh$. Write $d_n$ for the difference of the two Romberg values and $Q=q^{2(n+1)}$. If $|d_n|\le A_n\varepsilon$ at both $h$ and $qh$, then

$$|d_{n+1}(h)|\le\frac{Q|d_n(h)|+|d_n(qh)|}{Q-1}\le\frac{Q+1}{Q-1}A_n\varepsilon=A_{n+1}\varepsilon.$$

The two induction hypotheses are `h1` and `h2`. The noise is any bounded error, with no statistical assumption.

```lean
/-- Two data sets that differ by at most `ε` at the steps used have Romberg values that differ
by at most the amplification factor times `ε`. -/
theorem romberg_stable {q : ℝ} (hq : 1 < q) (F D : ℝ → ℝ) (ε : ℝ) (n : ℕ) (h : ℝ)
    (hF : ∀ m ≤ n, |F (q ^ m * h) - D (q ^ m * h)| ≤ ε) :
    |romberg q F n h - romberg q D n h| ≤ amplification q n * ε := by
  induction n generalizing h with
  | zero => simpa [romberg, amplification] using hF 0 le_rfl
  | succ n ih =>
    have h1 := ih h (fun m hm => hF m (by omega))
    have h2 := ih (q * h) (fun m hm => by
      have := hF (m + 1) (by omega)
      rwa [pow_succ, mul_assoc] at this)
    have hd : 0 < q ^ (2 * (n + 1)) - 1 := sub_pos.2 (one_lt_pow₀ hq (by omega))
    have ha : amplification q (n + 1) = amplification q n *
        ((q ^ (2 * (n + 1)) + 1) / (q ^ (2 * (n + 1)) - 1)) := Finset.prod_range_succ _ _
    simp only [romberg]
    rw [ha]
    generalize q ^ (2 * (n + 1)) = Q at hd ⊢
    have e : amplification q n * ((Q + 1) / (Q - 1)) * ε * (Q - 1) =
        (Q + 1) * (amplification q n * ε) := by
      have := hd.ne'
      field_simp
    rw [← sub_div, abs_div, abs_of_pos hd, div_le_iff₀ hd, e]
    have hQ : 0 ≤ Q := by linarith
    rw [abs_le] at h1 h2 ⊢
    have h3 := mul_le_mul_of_nonneg_left h1.1 hQ
    have h4 := mul_le_mul_of_nonneg_left h1.2 hQ
    constructor <;> nlinarith [h2.1, h2.2]
```

With polynomial $D$, exactness replaces its Romberg value by $D(0)$, which gives $|R_n^F(h)-D(0)|\le A_n\varepsilon$, where $R_n^F$ is built from $F$.

```lean
/-- Romberg extrapolation of noisy data `F` recovers the zero-step value of a polynomial of
degree at most `n` in `h ^ 2`, up to the amplified noise. -/
theorem romberg_noisy {q : ℝ} (hq : 1 < q) (a : ℕ → ℝ) (F : ℝ → ℝ) (ε : ℝ) (n : ℕ) (h : ℝ)
    (hF : ∀ m ≤ n, |F (q ^ m * h) - evenPoly a n (q ^ m * h)| ≤ ε) :
    |romberg q F n h - evenPoly a n 0| ≤ amplification q n * ε := by
  have := romberg_stable hq F (evenPoly a n) ε n h hF
  rwa [romberg_exact hq] at this
```

The bound is attained. Since $\eta(qx)=-\eta(x)$, the two contributions at each level add:

$$\frac{Q\,\eta(x)-\eta(qx)}{Q-1}=\frac{Q+1}{Q-1}\,\eta(x).$$

After $n$ levels the shift at $x=h$ is exactly $A_n\varepsilon$. The lemma `he` is the sign change, and `key` carries it through the levels.

```lean
/-- The logarithmically oscillating noise is bounded by `ε`. When it is added to polynomial data of
degree at most `n` in `h ^ 2`, the `n`-th Romberg value exceeds the zero-step value by exactly the
amplification factor times `ε`. -/
theorem romberg_noise_sharp {q h ε : ℝ} (hq : 1 < q) (hh : h ≠ 0) (hε : 0 ≤ ε)
    (a : ℕ → ℝ) (n : ℕ) :
    (∀ x, |logNoise q h ε x| ≤ ε) ∧
      romberg q (fun x => evenPoly a n x + logNoise q h ε x) n h - evenPoly a n 0 =
        amplification q n * ε := by
  have hq0 : q ≠ 0 := by linarith
  have hl : Real.log q ≠ 0 := (Real.log_pos hq).ne'
  -- the noise changes sign from one step to the next
  have he : ∀ x, x ≠ 0 → logNoise q h ε (q * x) = -logNoise q h ε x := by
    intro x hx
    unfold logNoise
    rw [mul_div_assoc q x h, Real.log_mul hq0 (div_ne_zero hx hh), mul_add, add_div,
      mul_div_cancel_right₀ _ hl, add_comm, Real.cos_add_pi, mul_neg]
  have key : ∀ (j : ℕ) (x : ℝ), x ≠ 0 →
      romberg q (fun y => evenPoly a n y + logNoise q h ε y) j x =
        romberg q (evenPoly a n) j x + amplification q j * logNoise q h ε x := by
    intro j
    induction j with
    | zero => intro x _; simp [romberg, amplification]
    | succ j ih =>
      intro x hx
      have ha : amplification q (j + 1) = amplification q j *
          ((q ^ (2 * (j + 1)) + 1) / (q ^ (2 * (j + 1)) - 1)) := Finset.prod_range_succ _ _
      simp only [romberg]
      rw [ih x hx, ih (q * x) (mul_ne_zero hq0 hx), he x hx, ha]
      ring
  refine ⟨fun x => ?_, ?_⟩
  · unfold logNoise
    rw [abs_mul, abs_of_nonneg hε]
    exact mul_le_of_le_one_right hε (Real.abs_cos_le_one _)
  · have h1 : logNoise q h ε h = ε := by simp [logNoise, div_self hh]
    rw [key n h hh, romberg_exact hq, h1]
    ring
```

For step doubling, $q=2$, the factor stays below $2$ for every $n$. A bare bound by $2$ would not survive an induction, so a stronger one is used: $A_{m+1}\le 2-1/(3\cdot4^m)$. It is an equality at $m=0$, where $A_1=5/3$. With $y=4^m$, the next level follows from

$$2-\frac1{12y}-\Bigl(2-\frac1{3y}\Bigr)\frac{16y+1}{16y-1}=\frac{5}{12y(16y-1)}>0.$$

```lean
/-- With step doubling the noise amplification stays below two at every Romberg level. -/
theorem amplification_two_lt (n : ℕ) : amplification 2 n < 2 := by
  have key : ∀ m : ℕ, amplification 2 (m + 1) ≤ 2 - 1 / (3 * 4 ^ m) := by
    intro m
    induction m with
    | zero => norm_num [amplification]
    | succ m ih =>
      have ha : amplification 2 (m + 1 + 1) = amplification 2 (m + 1) *
          ((2 ^ (2 * (m + 1 + 1)) + 1) / (2 ^ (2 * (m + 1 + 1)) - 1)) :=
        Finset.prod_range_succ _ _
      have e : (2 : ℝ) ^ (2 * (m + 1 + 1)) = 16 * 4 ^ m := by
        rw [pow_mul, pow_succ, pow_succ]; norm_num; ring
      have hx : (1 : ℝ) ≤ 4 ^ m := one_le_pow₀ (by norm_num)
      rw [ha, e, pow_succ]
      generalize (4 : ℝ) ^ m = x at ih hx ⊢
      have hx0 : 0 < x := by linarith
      have hd : 0 < 16 * x - 1 := by linarith
      have hdiff : 2 - 1 / (3 * (x * 4)) - (2 - 1 / (3 * x)) * ((16 * x + 1) / (16 * x - 1))
          = 5 / (12 * x * (16 * x - 1)) := by
        have hd' := hd.ne'
        have hx' := hx0.ne'
        obtain ⟨d, hdd⟩ : ∃ d, d = 16 * x - 1 := ⟨_, rfl⟩
        rw [← hdd] at hd' ⊢
        field_simp
        rw [hdd]
        ring
      have hpos : 0 < 5 / (12 * x * (16 * x - 1)) := by positivity
      have hf : 0 ≤ (16 * x + 1) / (16 * x - 1) := div_nonneg (by linarith) hd.le
      have := mul_le_mul_of_nonneg_right ih hf
      linarith
  cases n with
  | zero => norm_num [amplification]
  | succ m =>
    have h1 : (0 : ℝ) < 1 / (3 * 4 ^ m) := by positivity
    linarith [key m]
```

## Derivatives of a polynomial energy

Let the energy be a polynomial $P$ of degree at most $2n+2$, with $P(x+s)=\sum_k c_ks^k$. In $P(x+h)-P(x-h)$ the even powers cancel and the odd ones double:

$$\frac{P(x+h)-P(x-h)}{2h}=\sum_{k=0}^{n}c_{2k+1}h^{2k}.$$

The zero-step value is $c_1=P'(x)$. The condition $h\ne0$ is needed because Lean sets the quotient at $h=0$ to zero.

```lean
/-- At a nonzero step `h`, the central difference of a polynomial energy of degree at most `2 * n +
2` is given by a polynomial of degree at most `n` in `h ^ 2`, built from the odd Taylor
coefficients. -/
theorem centralDiff_polynomial (P : Polynomial ℝ) (x : ℝ) {n : ℕ}
    (hP : P.natDegree ≤ 2 * n + 2) {h : ℝ} (hh : h ≠ 0) :
    centralDiff (fun y => P.eval y) x h =
      evenPoly (fun k => (Polynomial.taylor x P).coeff (2 * k + 1)) n h := by
  have hdeg : (Polynomial.taylor x P).natDegree < 2 * (n + 1) + 1 := by
    rw [Polynomial.natDegree_taylor]; omega
  have hs : ∀ s, P.eval (x + s) =
      ∑ k ∈ range (2 * (n + 1) + 1), (Polynomial.taylor x P).coeff k * s ^ k := by
    intro s
    rw [add_comm, ← Polynomial.taylor_eval, Polynomial.eval_eq_sum_range' hdeg]
  -- even powers cancel, odd powers double
  have key : ∀ (c : ℕ → ℝ) (N : ℕ), ∑ k ∈ range (2 * N + 1), c k * h ^ k -
      ∑ k ∈ range (2 * N + 1), c k * (-h) ^ k =
        2 * h * ∑ k ∈ range N, c (2 * k + 1) * h ^ (2 * k) := by
    intro c N
    induction N with
    | zero => simp
    | succ N ih =>
      have e1 : (-h) ^ (2 * N + 1) = -h ^ (2 * N + 1) := Odd.neg_pow ⟨N, rfl⟩ h
      have e2 : (-h) ^ (2 * N + 1 + 1) = h ^ (2 * N + 1 + 1) :=
        Even.neg_pow ⟨N + 1, by ring⟩ h
      rw [show 2 * (N + 1) + 1 = 2 * N + 1 + 1 + 1 by ring,
        Finset.sum_range_succ _ (2 * N + 1 + 1), Finset.sum_range_succ _ (2 * N + 1 + 1),
        Finset.sum_range_succ _ (2 * N + 1), Finset.sum_range_succ _ (2 * N + 1),
        Finset.sum_range_succ _ N, e1, e2]
      linear_combination ih
  show (P.eval (x + h) - P.eval (x - h)) / (2 * h) = _
  rw [sub_eq_add_neg x h, hs h, hs (-h), key (Polynomial.taylor x P).coeff (n + 1),
    mul_div_cancel_left₀ _ (mul_ne_zero two_ne_zero hh)]
  rfl
```

Now let the computed energies $E$ lie within $\delta$ of $P$. Here $\delta$ stands for incomplete convergence and for any departure of the true curve from the polynomial. At a step $s=q^mh\ge h>0$, the central differences of $E$ and $P$ differ by at most $2\delta/(2s)\le\delta/h$. The noise bound with $\varepsilon=\delta/h$ gives an error of at most $A_n\delta/h$ in the derivative.

For finite-difference forces along one coordinate, this removes the anharmonic terms up to the stated degree; any further departure from the polynomial remains in $\delta$, together with the energy noise. The theorem assumes closeness at every geometry, which a real curve that levels off at dissociation does not satisfy for a nonconstant $P$. The recursion samples only $x\pm q^mh$ with $m\le n$, however, so $E$ may be replaced by $P$ at all other points before the theorem is applied, without changing the computed value.

```lean
/-- Energies known to within `δ` of a polynomial of degree at most `2 * n + 2` give, by Romberg
extrapolation of central differences, its derivative to within the amplified noise `δ / h`. -/
theorem romberg_energy_derivative {q h δ : ℝ} (hq : 1 < q) (hh : 0 < h) (P : Polynomial ℝ)
    {n : ℕ} (hP : P.natDegree ≤ 2 * n + 2) (E : ℝ → ℝ) (hE : ∀ y, |E y - P.eval y| ≤ δ)
    (x : ℝ) :
    |romberg q (centralDiff E x) n h - P.derivative.eval x| ≤
      amplification q n * (δ / h) := by
  have hder : P.derivative.eval x =
      evenPoly (fun k => (Polynomial.taylor x P).coeff (2 * k + 1)) n 0 := by
    rw [evenPoly_zero]
    exact (Polynomial.taylor_coeff_one x P).symm
  rw [hder]
  refine romberg_noisy hq _ _ _ n h fun m _ => ?_
  have hs : h ≤ q ^ m * h := le_mul_of_one_le_left hh.le (one_le_pow₀ hq.le)
  generalize q ^ m * h = s at hs ⊢
  have hs0 : 0 < s := lt_of_lt_of_le hh hs
  have hδ : 0 ≤ δ := (abs_nonneg _).trans (hE x)
  rw [← centralDiff_polynomial P x hP hs0.ne']
  unfold centralDiff
  have h2s : 0 < 2 * s := by linarith
  rw [← sub_div, abs_div, abs_of_pos h2s, div_le_div_iff₀ h2s hh]
  -- the two energies of a central difference carry at most `2 * δ` of noise
  have hnum : |E (x + s) - E (x - s) - (P.eval (x + s) - P.eval (x - s))| ≤ 2 * δ := by
    have h1 := abs_le.1 (hE (x + s))
    have h2 := abs_le.1 (hE (x - s))
    rw [abs_le]
    constructor <;> linarith [h1.1, h1.2, h2.1, h2.2]
  have h3 := mul_le_mul_of_nonneg_right hnum hh.le
  have h4 := mul_le_mul_of_nonneg_left hs hδ
  linarith

end

end RombergDifferentiation
```

For $n=0$ there is no extrapolation: the central difference is exact for a quadratic energy, with noise at most $\delta/h$. For $n=1$ and $q=2$ the result is

$$\frac{8[E(x+h)-E(x-h)]-[E(x+2h)-E(x-2h)]}{12h},$$

exact up to quartic energies. The theorem bounds its noise by $5\delta/(3h)$; adding the absolute weights directly gives $3\delta/(2h)$. For $n\ge1$ and $\delta>0$ the bound for noise in the energies is therefore not sharp, unlike the one for noise in $D$: the central differences at the larger steps suffer less. For $n=0$ it is attained, by errors $\delta$ and $-\delta$ at $x+h$ and $x-h$.

```lean
#print axioms RombergDifferentiation.romberg_first_error
-- 'RombergDifferentiation.romberg_first_error' depends on axioms: [propext, Classical.choice, Quot.sound]
#print axioms RombergDifferentiation.romberg_noise_sharp
-- 'RombergDifferentiation.romberg_noise_sharp' depends on axioms: [propext, Classical.choice, Quot.sound]
#print axioms RombergDifferentiation.amplification_two_lt
-- 'RombergDifferentiation.amplification_two_lt' depends on axioms: [propext, Classical.choice, Quot.sound]
#print axioms RombergDifferentiation.romberg_energy_derivative
-- 'RombergDifferentiation.romberg_energy_derivative' depends on axioms: [propext, Classical.choice, Quot.sound]
```
